# For a real Bloch amplitude, the position variance grows by t² times the group-velocity variance

A finite chain can stand in for an infinite lattice as long as the electron's packet stays clear of the ends. For a non-interacting electron in a single one-dimensional band, started with a real amplitude in crystal momentum, the root-mean-square width of the packet at any time follows from integrals over the initial data, with no propagation. This width is a starting point for choosing the chain length, which should also allow for the tails of the packet and the motion of its mean.

Let $k$ be the crystal momentum, $E(k)$ the band energy and $a(k)$ the real initial amplitude, normalised by $\int_0^{2\pi}a^2\,dk=1$. Both $E$ and $a$ are continuously differentiable and have period $2\pi$. Units are such that $\hbar$ and the lattice constant are 1. Write $\bar v=\int_0^{2\pi}E'a^2\,dk$ for the mean group velocity. The position variance at time $t$ is then

$$\operatorname{Var}_t(x)=\int_0^{2\pi}a'^2\,dk+t^2\int_0^{2\pi}(E'-\bar v)^2a^2\,dk .$$

In Lean 4 with Mathlib:

```lean
import Mathlib

open scoped Real ComplexConjugate
open Complex (I)
open intervalIntegral

namespace WavePacketSpreading

noncomputable section
```

## The packet and its moments

In a band, time evolution multiplies the amplitude at each $k$ by the phase $e^{-itE(k)}$.

```lean
/-- The dynamical phase `exp(-i t E(k))` acquired at crystal momentum `k`. -/
def phase (E : ℝ → ℝ) (t k : ℝ) : ℂ := Complex.exp (((-(t * E k) : ℝ) : ℂ) * I)
```

The packet at time $t$ is therefore $a_t(k)=e^{-itE(k)}a(k)$. The functions `E` and `a` are real-valued on the whole line, while the packet is complex-valued.

```lean
/-- The wave packet at time `t` in the band `E`, with real initial amplitude `a`. -/
def evolve (E a : ℝ → ℝ) (t k : ℝ) : ℂ := phase E t k * (a k : ℂ)
```

Position acts on a packet $\psi$ as $x\psi=i\,\psi'$. This measures position by unit cell on an infinite lattice. It leaves out the Berry connection and any coupling to other bands.

```lean
/-- The position operator `i d/dk` in the momentum representation. -/
def position (ψ : ℝ → ℂ) (k : ℝ) : ℂ := I * deriv ψ k
```

The mean position is $\langle x\rangle=\int_0^{2\pi}\overline{\psi}\,(x\psi)\,dk$. It is defined as a complex number, so that its being real for the evolved packet is something to prove.

```lean
/-- The integral of `conj ψ * (x ψ)` over one Brillouin zone, which is the expectation value of
position for normalised `ψ`. -/
def meanPosition (ψ : ℝ → ℂ) : ℂ :=
  ∫ k in (0 : ℝ)..2 * π, conj (ψ k) * position ψ k
```

The variance is $\int_0^{2\pi}|x\psi|^2\,dk-\langle x\rangle^2$. Taking the second moment as the squared norm of $x\psi$ requires only one derivative of the packet, so continuously differentiable $E$ and $a$ suffice. The definition uses the real part of the mean.

```lean
/-- The squared norm of `x ψ` minus the square of the real part of `meanPosition ψ`. For a
normalised C¹ periodic packet this is the position variance. -/
def positionVariance (ψ : ℝ → ℂ) : ℝ :=
  (∫ k in (0 : ℝ)..2 * π, ‖position ψ k‖ ^ 2) - (meanPosition ψ).re ^ 2
```

On the velocity side, the mean is $\bar v=\int_0^{2\pi}E'a^2\,dk$.

```lean
/-- The integral of `E' a²` over one Brillouin zone, which is the mean group velocity for normalised
`a`. -/
def meanVelocity (E a : ℝ → ℝ) : ℝ := ∫ k in (0 : ℝ)..2 * π, deriv E k * a k ^ 2
```

The spread of velocities about it is $V=\int_0^{2\pi}(E'-\bar v)^2a^2\,dk$.

```lean
/-- The integral of `(E' - meanVelocity E a)² a²` over one Brillouin zone, which is the variance of
the group velocity for normalised `a`. -/
def velocityVariance (E a : ℝ → ℝ) : ℝ :=
  ∫ k in (0 : ℝ)..2 * π, (deriv E k - meanVelocity E a) ^ 2 * a k ^ 2
```

Since $tE(k)$ is real, $|e^{-itE(k)}|=1$, so the phase drops out of a squared modulus when it is an overall factor.

```lean
/-- The dynamical phase has modulus one. -/
theorem norm_phase (E : ℝ → ℝ) (t k : ℝ) : ‖phase E t k‖ = 1 :=
  Complex.norm_exp_ofReal_mul_I _
```

## Position acting on the evolved packet

The product and chain rules give

$$a_t'=e^{-itE}\left(-itE'a+a'\right),\qquad x a_t=i\,a_t'=e^{-itE}\left(tE'a+i\,a'\right).$$

The first term is the displacement $tE'$ of the component at $k$, and the second is the initial position operator acting on $a$.

```lean
section Packet

variable {E a : ℝ → ℝ} (hE : ContDiff ℝ 1 E) (ha : ContDiff ℝ 1 a)
include hE ha

/-- For C¹ `E` and `a`, position acting on the evolved packet gives the dynamical phase times
`t E' a + i a'`. -/
theorem position_evolve (t k : ℝ) :
    position (evolve E a t) k =
      phase E t k * (((t * deriv E k * a k : ℝ) : ℂ) + I * ((deriv a k : ℝ) : ℂ)) := by
  have h0 : HasDerivAt (fun q => -(t * E q)) (-(t * deriv E k)) k :=
    ((hE.differentiable (by simp) k).hasDerivAt.const_mul t).fun_neg
  have h2 : HasDerivAt (evolve E a t)
      (phase E t k * (((-(t * deriv E k) : ℝ) : ℂ) * I) * (a k : ℂ)
        + phase E t k * ((deriv a k : ℝ) : ℂ)) k :=
    (h0.ofReal_comp.mul_const I).cexp.fun_mul
      (ha.differentiable (by simp) k).hasDerivAt.ofReal_comp
  unfold position
  rw [h2.deriv]
  push_cast
  linear_combination
    (-(phase E t k * (t : ℂ) * ((deriv E k : ℝ) : ℂ) * (a k : ℂ))) * Complex.I_sq
```

The hypotheses `hE` and `ha` say that $E$ and $a$ are continuously differentiable. In the proof, `h0` differentiates the exponent and `h2` differentiates the whole packet; the closing `linear_combination` uses $i^2=-1$.

## The mean moves at the mean group velocity

Multiplying by $\overline{a_t}=e^{itE}a$ cancels the phase:

$$\overline{a_t}\,(x a_t)=tE'a^2+i\,a a'.$$

The imaginary term is a total derivative, and $a$ is periodic, so

$$\int_0^{2\pi}a a'\,dk=\tfrac12\left[a(2\pi)^2-a(0)^2\right]=0 .$$

What remains is $\langle x\rangle_t=t\bar v$. In particular, a real amplitude starts with mean position zero.

```lean
variable (hap : Function.Periodic a (2 * π))
include hap

/-- For C¹ `E` and C¹ `2π`-periodic `a`, `meanPosition` of the evolved packet is `t` times
`meanVelocity E a`. -/
theorem meanPosition_evolve (t : ℝ) :
    meanPosition (evolve E a t) = ((t * meanVelocity E a : ℝ) : ℂ) := by
  have da : Differentiable ℝ a := ha.differentiable (by simp)
  have cE := hE.continuous_deriv_one
  have ca := ha.continuous_deriv_one
  have ca0 := ha.continuous
  -- the term `a a'` is a total derivative of a periodic function
  have hzero : ∫ k in (0 : ℝ)..2 * π, a k * deriv a k = 0 := by
    have hd : ∀ k ∈ Set.uIcc (0 : ℝ) (2 * π),
        HasDerivAt (fun q => a q * a q / 2) (a k * deriv a k) k := fun k _ =>
      (((da k).hasDerivAt.fun_mul (da k).hasDerivAt).div_const 2).congr_deriv (by ring)
    rw [integral_eq_sub_of_hasDerivAt hd ((ca0.mul ca).intervalIntegrable _ _)]
    have h := hap 0
    rw [zero_add] at h
    rw [h, sub_self]
  have hint : ∀ k, conj (evolve E a t k) * position (evolve E a t) k =
      ((t * (deriv E k * a k ^ 2) : ℝ) : ℂ) + I * ((a k * deriv a k : ℝ) : ℂ) := by
    intro k
    have hph : conj (phase E t k) * phase E t k = 1 := by
      rw [Complex.conj_mul', norm_phase]
      norm_num
    rw [position_evolve hE ha]
    unfold evolve
    rw [map_mul, Complex.conj_ofReal]
    push_cast
    linear_combination ((a k : ℂ) * ((t : ℂ) * ((deriv E k : ℝ) : ℂ) * (a k : ℂ)
      + I * ((deriv a k : ℝ) : ℂ))) * hph
  have c1 : Continuous fun k => ((t * (deriv E k * a k ^ 2) : ℝ) : ℂ) :=
    Complex.continuous_ofReal.comp (continuous_const.mul (cE.mul (ca0.pow 2)))
  have c2 : Continuous fun k => I * ((a k * deriv a k : ℝ) : ℂ) :=
    continuous_const.mul (Complex.continuous_ofReal.comp (ca0.mul ca))
  unfold meanPosition
  rw [integral_congr (fun k _ => hint k),
    integral_add (c1.intervalIntegrable _ _) (c2.intervalIntegrable _ _),
    intervalIntegral.integral_ofReal, integral_const_mul, integral_const_mul,
    intervalIntegral.integral_ofReal, hzero, Complex.ofReal_zero, mul_zero, add_zero]
  rfl
```

Periodicity of the amplitude enters here as `hap`. The integral of $aa'$ is `hzero`, obtained from the antiderivative $a^2/2$; the pointwise identity is `hint`, with the phase cancelled by `hph`. The continuity facts `c1` and `c2` allow the integral to be split.

## The variance at time t

Because $tE'a$ and $a'$ are real, they are the real and imaginary parts of the bracket in $x a_t$, and there is no cross term:

$$|x a_t|^2=a'^2+t^2E'^2a^2 .$$

This is where a real amplitude matters: a complex one can correlate initial position with velocity, which adds a term linear in $t$. Integrating and subtracting $\langle x\rangle_t^2=t^2\bar v^2$,

$$\operatorname{Var}_t(x)=\int_0^{2\pi}a'^2\,dk+t^2\left(\int_0^{2\pi}E'^2a^2\,dk-\bar v^2\right).$$

Expanding the centred square and using the normalisation,

$$V=\int_0^{2\pi}E'^2a^2\,dk-2\bar v\cdot\bar v+\bar v^2\cdot 1=\int_0^{2\pi}E'^2a^2\,dk-\bar v^2 ,$$

so the bracket is exactly $V$.

```lean
variable (hn : ∫ k in (0 : ℝ)..2 * π, a k ^ 2 = 1)
include hn

/-- For C¹ `E` and normalised C¹ periodic `a`, the position variance is `∫ a'²` plus
`t²` times the variance of the group velocity. -/
theorem positionVariance_evolve (t : ℝ) :
    positionVariance (evolve E a t) =
      (∫ k in (0 : ℝ)..2 * π, deriv a k ^ 2) + t ^ 2 * velocityVariance E a := by
  have cE := hE.continuous_deriv_one
  have ca0 := ha.continuous
  have c0 : Continuous fun k => deriv a k ^ 2 := ha.continuous_deriv_one.pow 2
  have c1 : Continuous fun k => deriv E k ^ 2 * a k ^ 2 := (cE.pow 2).mul (ca0.pow 2)
  have c2 : Continuous fun k => 2 * meanVelocity E a * (deriv E k * a k ^ 2) :=
    continuous_const.mul (cE.mul (ca0.pow 2))
  have c3 : Continuous fun k => meanVelocity E a ^ 2 * a k ^ 2 :=
    continuous_const.mul (ca0.pow 2)
  have c4 : Continuous fun k => t ^ 2 * (deriv E k ^ 2 * a k ^ 2) := continuous_const.mul c1
  have c5 : Continuous fun k => deriv E k ^ 2 * a k ^ 2
      - 2 * meanVelocity E a * (deriv E k * a k ^ 2) := c1.sub c2
  -- second moment of position
  have hsq : ∀ k, ‖position (evolve E a t) k‖ ^ 2 =
      deriv a k ^ 2 + t ^ 2 * (deriv E k ^ 2 * a k ^ 2) := by
    intro k
    rw [position_evolve hE ha, norm_mul, norm_phase, one_mul,
      ← Complex.normSq_eq_norm_sq, Complex.normSq_apply]
    simp only [Complex.add_re, Complex.add_im, Complex.mul_re, Complex.mul_im,
      Complex.ofReal_re, Complex.ofReal_im, Complex.I_re, Complex.I_im]
    ring
  -- normalisation gives the centred form of the velocity variance
  have hvar : velocityVariance E a =
      (∫ k in (0 : ℝ)..2 * π, deriv E k ^ 2 * a k ^ 2) - meanVelocity E a ^ 2 := by
    have h : ∀ k, (deriv E k - meanVelocity E a) ^ 2 * a k ^ 2 =
        deriv E k ^ 2 * a k ^ 2 - 2 * meanVelocity E a * (deriv E k * a k ^ 2)
          + meanVelocity E a ^ 2 * a k ^ 2 := fun k => by ring
    have hv : ∫ k in (0 : ℝ)..2 * π, deriv E k * a k ^ 2 = meanVelocity E a := rfl
    unfold velocityVariance
    rw [integral_congr (fun k _ => h k),
      integral_add (c5.intervalIntegrable _ _) (c3.intervalIntegrable _ _),
      integral_sub (c1.intervalIntegrable _ _) (c2.intervalIntegrable _ _),
      integral_const_mul, integral_const_mul, hv, hn]
    ring
  unfold positionVariance
  rw [meanPosition_evolve hE ha hap, Complex.ofReal_re, integral_congr (fun k _ => hsq k),
    integral_add (c0.intervalIntegrable _ _) (c4.intervalIntegrable _ _),
    integral_const_mul, hvar]
  ring
```

The theorem `positionVariance_evolve` states this for every real $t$, with the normalisation as `hn`. Its step `hsq` computes the squared modulus from real and imaginary parts, and `hvar` is the expansion of $V$. Periodicity of $E$ is not assumed, although a lattice band has it, and without it $a_t$ would in general not be a periodic packet.

## When the width does not change

By the formula, the variance at a time $t\neq0$ equals the initial one exactly when $t^2V=0$, that is, when $V=0$.

Suppose $V=0$, and suppose that at some $k$ both $a(k)\neq0$ and $E'(k)\neq\bar v$. Then the integrand $(E'-\bar v)^2a^2$ is positive at $k$. It is periodic, because $E$ and $a$ are, so it is positive at some point of $[0,2\pi)$ too. Being continuous and nonnegative, it then has a positive integral, which contradicts $V=0$. Hence $E'=\bar v$ wherever $a\neq0$.

Conversely, let $E'=c$ wherever $a\neq0$. Then $E'a^2=c\,a^2$ at every $k$, so normalisation gives $\bar v=c$. The integrand of $V$ vanishes everywhere, and $V=0$.

```lean
/-- For C¹ periodic `E` and normalised C¹ periodic `a`, the variance at one given time
`t ≠ 0` equals the initial one iff `E'` is constant where `a ≠ 0`. -/
theorem no_spreading_iff (hEp : Function.Periodic E (2 * π)) {t : ℝ} (ht : t ≠ 0) :
    positionVariance (evolve E a t) = positionVariance (evolve E a 0) ↔
      ∃ c, ∀ k, a k ≠ 0 → deriv E k = c := by
  rw [positionVariance_evolve hE ha hap hn, positionVariance_evolve hE ha hap hn]
  constructor
  · intro h
    have hz : t ^ 2 * velocityVariance E a = 0 := by linarith
    refine ⟨meanVelocity E a, fun k hk => ?_⟩
    by_contra hne
    have hper : Function.Periodic
        (fun q => (deriv E q - meanVelocity E a) ^ 2 * a q ^ 2) (2 * π) := by
      intro q
      have hd := deriv_comp_add_const E (2 * π) q
      rw [show (fun x => E (x + 2 * π)) = E from funext hEp] at hd
      simp only [← hd, hap q]
    -- a nonzero deviation at `k` reappears inside the Brillouin zone
    obtain ⟨y, hy, hky⟩ := hper.exists_mem_Ico₀ Real.two_pi_pos k
    have hpos : 0 < (deriv E k - meanVelocity E a) ^ 2 * a k ^ 2 := by
      have := sub_ne_zero.mpr hne
      positivity
    have hc : Continuous fun q => (deriv E q - meanVelocity E a) ^ 2 * a q ^ 2 :=
      ((hE.continuous_deriv_one.sub continuous_const).pow 2).mul (ha.continuous.pow 2)
    have hlt : 0 < velocityVariance E a :=
      integral_pos Real.two_pi_pos hc.continuousOn
        (fun q _ => by positivity) ⟨y, ⟨hy.1, hy.2.le⟩, lt_of_lt_of_eq hpos hky⟩
    exact hlt.ne' ((mul_eq_zero.mp hz).resolve_left (pow_ne_zero 2 ht))
  · rintro ⟨c, hc⟩
    have hv : meanVelocity E a = c := by
      have h : ∀ k, deriv E k * a k ^ 2 = c * a k ^ 2 := by
        intro k
        by_cases hk : a k = 0
        · simp [hk]
        · rw [hc k hk]
      unfold meanVelocity
      rw [integral_congr (fun k _ => h k), integral_const_mul, hn, mul_one]
    have hz : velocityVariance E a = 0 := by
      have h : ∀ k, (deriv E k - c) ^ 2 * a k ^ 2 = 0 := by
        intro k
        by_cases hk : a k = 0
        · simp [hk]
        · simp [hc k hk]
      unfold velocityVariance
      simp only [hv, h, intervalIntegral.integral_zero]
    rw [hz, mul_zero, mul_zero]

end Packet
```

In words, `no_spreading_iff` takes a periodic band and one given time $t\neq0$. The variance at that time equals the initial variance if and only if there is a single velocity $c$ with $E'(k)=c$ at every $k$ where $a(k)\neq0$. Since this condition does not mention $t$, agreement at one nonzero time already means agreement at all times. The packet may still move, at velocity $c$.

In the forward direction, the code takes $c$ to be `meanVelocity E a`. Periodicity of the integrand is `hper`, `exists_mem_Ico₀` moves the point $k$ into the zone, and `integral_pos` supplies the positive integral. In the other direction, `hv` identifies the mean velocity with $c$, and `hz` shows that the velocity variance is zero.

## An electron released from one site

The narrowest initial packet sits on a single site. For the site at the origin its amplitude is uniform, $a=1/\sqrt{2\pi}$, so $a'=0$ and the initial variance is zero. Take the nearest-neighbour tight-binding band $E=-2J\cos k$, where the real constant $J$ sets the amplitude for hopping between adjacent sites. Then $E'=2J\sin k$, and

$$\bar v=\frac{1}{2\pi}\int_0^{2\pi}2J\sin k\,dk=0,\qquad V=\frac{1}{2\pi}\int_0^{2\pi}4J^2\sin^2k\,dk=\frac{4J^2\pi}{2\pi}=2J^2 .$$

The variance is therefore $2J^2t^2$, and the root-mean-square width is $\sqrt2\,|J|\,|t|$. At $J=0$ the band is flat and the electron stays on its site.

```lean
/-- In the tight-binding band `-2J cos k`, a packet with uniform initial amplitude `1/√(2π)` has
position variance `2 J² t²` at time `t`. -/
theorem tight_binding_variance (J t : ℝ) :
    positionVariance (evolve (fun k => -2 * J * Real.cos k) (fun _ => 1 / √(2 * π)) t) =
      2 * J ^ 2 * t ^ 2 := by
  have hs : (1 / √(2 * π)) ^ 2 = 1 / (2 * π) := by
    rw [div_pow, one_pow, Real.sq_sqrt Real.two_pi_pos.le]
  have hn : ∫ _k in (0 : ℝ)..2 * π, (1 / √(2 * π)) ^ 2 = 1 := by
    rw [hs, intervalIntegral.integral_const, smul_eq_mul, sub_zero]
    exact mul_one_div_cancel Real.two_pi_pos.ne'
  have hd : ∀ k, deriv (fun q => -2 * J * Real.cos q) k = 2 * J * Real.sin k := fun k =>
    (((Real.hasDerivAt_cos k).const_mul (-2 * J)).congr_deriv (by ring)).deriv
  have hv : meanVelocity (fun k => -2 * J * Real.cos k) (fun _ => 1 / √(2 * π)) = 0 := by
    unfold meanVelocity
    simp only [hd]
    rw [intervalIntegral.integral_mul_const, intervalIntegral.integral_const_mul,
      integral_sin, Real.cos_zero, Real.cos_two_pi, sub_self, mul_zero, zero_mul]
  have hw : velocityVariance (fun k => -2 * J * Real.cos k) (fun _ => 1 / √(2 * π))
      = 2 * J ^ 2 := by
    have hp : π * (1 / (2 * π)) = 1 / 2 := by
      field_simp
    unfold velocityVariance
    simp only [hv, hd, hs, sub_zero, mul_pow]
    rw [intervalIntegral.integral_mul_const, intervalIntegral.integral_const_mul,
      integral_sin_sq, Real.sin_zero, Real.sin_two_pi]
    linear_combination (4 * J ^ 2) * hp
  rw [positionVariance_evolve (contDiff_const.mul Real.contDiff_cos) contDiff_const
    (fun _ => rfl) hn, hw]
  simp only [deriv_const, ne_eq, OfNat.ofNat_ne_zero, not_false_eq_true, zero_pow,
    intervalIntegral.integral_zero]
  ring

end

end WavePacketSpreading
```

The steps `hn`, `hv` and `hw` establish the normalisation, $\bar v=0$ and $V=2J^2$, after which the general variance formula is applied. The result gives a check on a propagation code for this non-interacting model: a finite chain should reproduce $2J^2t^2$ as long as the amplitude at its ends is negligible.

```lean
#print axioms WavePacketSpreading.positionVariance_evolve
#print axioms WavePacketSpreading.no_spreading_iff
#print axioms WavePacketSpreading.tight_binding_variance
```

```
'WavePacketSpreading.positionVariance_evolve' depends on axioms: [propext, Classical.choice, Quot.sound]
'WavePacketSpreading.no_spreading_iff' depends on axioms: [propext, Classical.choice, Quot.sound]
'WavePacketSpreading.tight_binding_variance' depends on axioms: [propext, Classical.choice, Quot.sound]
```
